# The Schmidt Rank of a Two-Fermion State in Finitely Many Orbitals Is Even

When the singular value decomposition of the antisymmetric coefficient matrix of two fermions in a spin-orbital basis is truncated, the number of nonzero singular values kept has to be even, because an odd number gives a matrix that is no longer antisymmetric. The Lean file below proves the underlying fact, that every complex antisymmetric matrix has even rank, and derives its consequences for Schmidt decompositions and empty orbitals.

```lean
import Mathlib

open Matrix Module

namespace TwoFermionSchmidtRank

noncomputable section

variable {n κ : Type*} [Fintype n] [DecidableEq n] [Fintype κ] [DecidableEq κ]

/-- The coefficient matrix of a two-particle state is fermionic if it changes sign when the
two particles are exchanged. -/
def IsFermionic (C : Matrix n n ℂ) : Prop := Cᵀ = -C

/-- A Schmidt decomposition `C = U diag(s) Vᵀ`: the columns of `U` and of `V` are orthonormal
orbitals, and the Schmidt coefficients `s` are strictly positive. -/
structure IsSchmidtDecomposition (C : Matrix n n ℂ) (s : κ → ℝ) (U V : Matrix n κ ℂ) :
    Prop where
  left_orthonormal : Uᴴ * U = 1
  right_orthonormal : Vᴴ * V = 1
  coeff_pos : ∀ k, 0 < s k
  expansion : C = U * diagonal (fun k => (s k : ℂ)) * Vᵀ

omit [DecidableEq n] in
/-- The pairing `vᵀ C w` of two orbitals through a fermionic state changes sign when the
orbitals are exchanged. -/
theorem pairing_antisymm {C : Matrix n n ℂ} (h : IsFermionic C) (v w : n → ℂ) :
    v ⬝ᵥ C *ᵥ w = -(w ⬝ᵥ C *ᵥ v) := by
  have h' : Cᵀ = -C := h
  rw [Matrix.dotProduct_mulVec v C w, ← Matrix.mulVec_transpose, h', Matrix.neg_mulVec,
    neg_dotProduct, dotProduct_comm (C *ᵥ v) w]

/-- For an odd number of orbitals the coefficient matrix of a two-fermion state has
determinant zero. -/
theorem det_eq_zero_of_odd {C : Matrix n n ℂ} (h : IsFermionic C)
    (hodd : Odd (Fintype.card n)) : C.det = 0 := by
  have h' : Cᵀ = -C := h
  have hd := Matrix.det_transpose C
  rw [h', Matrix.det_neg, hodd.neg_one_pow] at hd
  linear_combination (-1 / 2 : ℂ) * hd

/-- For an odd number of orbitals every two-fermion state `C` has a nonzero orbital `u` with
`C u = 0`. -/
theorem exists_null_orbital {C : Matrix n n ℂ} (h : IsFermionic C)
    (hodd : Odd (Fintype.card n)) : ∃ u : n → ℂ, u ≠ 0 ∧ C *ᵥ u = 0 :=
  Matrix.exists_mulVec_eq_zero_iff.mpr (det_eq_zero_of_odd h hodd)

/-- The coefficient matrix of a two-fermion state has even rank. -/
theorem even_rank {C : Matrix n n ℂ} (h : IsFermionic C) : Even C.rank := by
  -- a complement `W` of the kernel has dimension equal to the rank
  obtain ⟨W, hW⟩ := Submodule.exists_isCompl (LinearMap.ker C.mulVecLin)
  have hdim : finrank ℂ W = C.rank := by
    have h1 := Submodule.finrank_add_eq_of_isCompl hW
    have h2 := LinearMap.finrank_range_add_finrank_ker C.mulVecLin
    have h3 : C.rank = finrank ℂ (LinearMap.range C.mulVecLin) := rfl
    omega
  by_contra hne
  rw [Nat.not_even_iff_odd, ← hdim] at hne
  -- the pairing restricted to `W` is an antisymmetric matrix of odd size, hence singular
  let b := Module.finBasis ℂ W
  let A : Matrix (Fin (finrank ℂ W)) (Fin (finrank ℂ W)) ℂ :=
    Matrix.of fun i j => (b i : n → ℂ) ⬝ᵥ C *ᵥ (b j : n → ℂ)
  have hA : IsFermionic A := by
    ext i j
    exact pairing_antisymm h _ _
  obtain ⟨x, hx0, hx⟩ := exists_null_orbital hA (by simpa using hne)
  let w : W := ∑ j, x j • b j
  have hw : C *ᵥ (w : n → ℂ) = ∑ j, x j • (C *ᵥ (b j : n → ℂ)) := by
    change C.mulVecLin (w : n → ℂ) = ∑ j, x j • C.mulVecLin (b j : n → ℂ)
    simp only [w, Submodule.coe_sum, Submodule.coe_smul, map_sum, map_smul]
  have hbw : ∀ i, (b i : n → ℂ) ⬝ᵥ C *ᵥ (w : n → ℂ) = 0 := by
    intro i
    calc (b i : n → ℂ) ⬝ᵥ C *ᵥ (w : n → ℂ) = ∑ j, A i j * x j := by
          rw [hw, dotProduct_sum]
          refine Finset.sum_congr rfl fun j _ => ?_
          rw [dotProduct_smul, smul_eq_mul, mul_comm]
          rfl
      _ = 0 := congrFun hx i
  let l : (n → ℂ) →ₗ[ℂ] ℂ :=
    { toFun := fun v => v ⬝ᵥ C *ᵥ (w : n → ℂ)
      map_add' := fun _ _ => add_dotProduct _ _ _
      map_smul' := fun _ _ => smul_dotProduct _ _ _ }
  have hl : l.comp W.subtype = 0 := b.ext fun i => hbw i
  -- `w` pairs to zero with `W` and with the kernel, hence with every orbital
  have hall : ∀ v : n → ℂ, v ⬝ᵥ C *ᵥ (w : n → ℂ) = 0 := by
    intro v
    have hv : v ∈ LinearMap.ker C.mulVecLin ⊔ W := by
      rw [hW.sup_eq_top]
      exact Submodule.mem_top
    obtain ⟨k, hk, y, hy, rfl⟩ := Submodule.mem_sup.mp hv
    have hk' : C *ᵥ k = 0 := LinearMap.mem_ker.mp hk
    rw [add_dotProduct, pairing_antisymm h k, hk', dotProduct_zero, neg_zero, zero_add]
    exact LinearMap.congr_fun hl ⟨y, hy⟩
  have hCw : C *ᵥ (w : n → ℂ) = 0 := by
    funext i
    have hi := hall (Pi.single i 1)
    rwa [single_one_dotProduct] at hi
  -- so `w` lies in the kernel and in its complement
  have hw0 : (w : n → ℂ) = 0 :=
    Submodule.disjoint_def.mp hW.disjoint _ (LinearMap.mem_ker.mpr hCw) w.2
  exact hx0 (funext (Fintype.linearIndependent_iff.mp b.linearIndependent x
    (Subtype.ext hw0)))

/-- The dimension of the space of orbitals `u` with `C u = 0` has the same parity as the
number of orbitals. -/
theorem even_finrank_ker_iff {C : Matrix n n ℂ} (h : IsFermionic C) :
    Even (finrank ℂ (LinearMap.ker C.mulVecLin)) ↔ Even (Fintype.card n) := by
  obtain ⟨r, hr⟩ := even_rank h
  have h2 := LinearMap.finrank_range_add_finrank_ker C.mulVecLin
  have h3 : C.rank = finrank ℂ (LinearMap.range C.mulVecLin) := rfl
  rw [Module.finrank_fintype_fun_eq_card] at h2
  rw [Nat.even_iff, Nat.even_iff]
  omega

omit [DecidableEq n] in
/-- The number of terms in any Schmidt decomposition of a two-particle state is the rank of
its coefficient matrix. -/
theorem schmidt_terms_eq_rank {C : Matrix n n ℂ} {s : κ → ℝ} {U V : Matrix n κ ℂ}
    (hS : IsSchmidtDecomposition C s U V) : Fintype.card κ = C.rank := by
  obtain ⟨hU, hV, hs, hC⟩ := hS
  have hV' : Vᵀ * Vᴴᵀ = 1 := by
    rw [← Matrix.transpose_mul, hV, Matrix.transpose_one]
  -- multiplying by `Uᴴ` on the left and `Vᴴᵀ` on the right recovers the Schmidt coefficients
  have hD : Uᴴ * C * Vᴴᵀ = diagonal (fun k => (s k : ℂ)) := by
    calc Uᴴ * C * Vᴴᵀ
        = (Uᴴ * U) * diagonal (fun k => (s k : ℂ)) * (Vᵀ * Vᴴᵀ) := by
          rw [hC]
          simp only [Matrix.mul_assoc]
      _ = diagonal (fun k => (s k : ℂ)) := by
          rw [hU, hV', Matrix.one_mul, Matrix.mul_one]
  have hunit : IsUnit (diagonal (fun k => (s k : ℂ))) := by
    rw [Matrix.isUnit_iff_isUnit_det, Matrix.det_diagonal, isUnit_iff_ne_zero]
    exact Finset.prod_ne_zero_iff.mpr fun k _ => Complex.ofReal_ne_zero.mpr (hs k).ne'
  apply le_antisymm
  · rw [← Matrix.rank_of_isUnit _ hunit, ← hD]
    exact (Matrix.rank_mul_le_left _ _).trans (Matrix.rank_mul_le_right _ _)
  · rw [hC]
    exact (Matrix.rank_mul_le_left _ _).trans (Matrix.rank_le_card_width _)

/-- Every Schmidt decomposition of a two-fermion state has an even number of terms. -/
theorem even_schmidt_terms {C : Matrix n n ℂ} (h : IsFermionic C) {s : κ → ℝ}
    {U V : Matrix n κ ℂ} (hS : IsSchmidtDecomposition C s U V) :
    Even (Fintype.card κ) := by
  rw [schmidt_terms_eq_rank hS]
  exact even_rank h

/-- The antisymmetric pairing of `m` orbitals with `m` partner orbitals. -/
def pairBlock (m : ℕ) : Matrix (Fin m ⊕ Fin m) (Fin m ⊕ Fin m) ℂ :=
  fromBlocks 0 1 (-1) 0

/-- The unnormalised state with `m` equally weighted orbital pairs and `k` empty orbitals. -/
def pairedState (m k : ℕ) :
    Matrix ((Fin m ⊕ Fin m) ⊕ Fin k) ((Fin m ⊕ Fin m) ⊕ Fin k) ℂ :=
  fromBlocks (pairBlock m) 0 0 0

/-- The paired state is fermionic and has an explicit Schmidt decomposition with all
coefficients equal to one. -/
theorem pairedState_witness (m k : ℕ) :
    IsFermionic (pairedState m k) ∧
      IsSchmidtDecomposition (pairedState m k) (fun _ : Fin m ⊕ Fin m => 1)
        (fromRows 1 0) (fromRows (pairBlock m)ᵀ 0) := by
  refine ⟨?_, ?_, ?_, fun _ => one_pos, ?_⟩
  · simp [IsFermionic, pairedState, pairBlock, fromBlocks_transpose, fromBlocks_neg]
  · simp [conjTranspose_fromRows_eq_fromCols_conjTranspose, fromCols_mul_fromRows]
  · simp [conjTranspose_fromRows_eq_fromCols_conjTranspose, fromCols_mul_fromRows,
      pairBlock, fromBlocks_transpose, fromBlocks_conjTranspose, fromBlocks_multiply]
  · simp [pairedState, transpose_fromRows]
    -- compare the two block forms entry by entry
    ext (i | i) (j | j) <;> rfl

/-- The coefficient matrix of the paired state with `m` orbital pairs and `k` empty orbitals has
rank `2m`. -/
theorem rank_pairedState (m k : ℕ) : (pairedState m k).rank = 2 * m := by
  rw [← schmidt_terms_eq_rank (pairedState_witness m k).2, Fintype.card_sum,
    Fintype.card_fin, two_mul]

end

end TwoFermionSchmidtRank
```

```lean
#print axioms TwoFermionSchmidtRank.even_finrank_ker_iff
#print axioms TwoFermionSchmidtRank.even_schmidt_terms
#print axioms TwoFermionSchmidtRank.rank_pairedState
```

```
'TwoFermionSchmidtRank.even_finrank_ker_iff' depends on axioms: [propext, Classical.choice, Quot.sound]
'TwoFermionSchmidtRank.even_schmidt_terms' depends on axioms: [propext, Classical.choice, Quot.sound]
'TwoFermionSchmidtRank.rank_pairedState' depends on axioms: [propext, Classical.choice, Quot.sound]
```

## Antisymmetric matrices as two-fermion states

Let the finite type `n` label $d$ orthonormal spin-orbitals. A pure state of two particles is

$$|\Psi\rangle=\sum_{i,j} C_{ij}\,|i\rangle|j\rangle ,$$

and exchanging the particles replaces $C$ by $C^T$. The predicate `IsFermionic C` says that $C^T=-C$. The labels must include spin: the spatial part of a singlet is symmetric, so the result does not apply to it alone. Normalisation is not required, and the zero matrix is admitted with rank 0. An actual state therefore has rank at least 2, the value for a single Slater determinant.

`IsSchmidtDecomposition C s U V` says that $C=U\,\mathrm{diag}(s)\,V^T$, where $U$ and $V$ have orthonormal columns and every $s_k$ is strictly positive. In terms of states, $|\Psi\rangle=\sum_k s_k|u_k\rangle|v_k\rangle$, with one term for each element of `κ`. Strict positivity matters for the count: a full singular value decomposition in three orbitals has three terms if zeros are included.

The theorems state the following.

- `even_rank`: the rank of $C$ is even.
- `even_schmidt_terms`: every Schmidt decomposition of $C$ has an even number of terms. That a decomposition exists is a hypothesis here, not a conclusion.
- `even_finrank_ker_iff`: the dimension of the kernel of $C$ is even exactly when $d$ is even.
- `exists_null_orbital`: for odd $d$ there is a nonzero $u$ with $Cu=0$.
- `rank_pairedState`: the matrix `pairedState m k`, in $2m+k$ orbitals, has rank $2m$. It is antisymmetric by `pairedState_witness`, so every even rank occurs.

The null vector has a direct meaning. Projecting the second particle onto an orbital $\varphi$ gives the amplitudes $\sum_j C_{ij}\overline{\varphi_j}$, so $Cu=0$ says that the orbital $\varphi=\bar u$ is empty in $\Psi$.

For a pure state of two electrons in a finite basis, interacting or not, the one-particle density matrix is proportional to $CC^\dagger$, which has the same rank as $C$; the number of natural spin-orbitals with nonzero occupation is therefore even.

## Odd dimension forces an empty orbital

For orbitals $v$ and $w$, the number $v^TCw$ equals its own transpose, so

$$v^TCw=w^TC^Tv=-\,w^TCv .$$

This is `pairing_antisymm`. The pairing is bilinear, with no complex conjugation.

If $d$ is odd, then

$$\det C=\det C^T=\det(-C)=(-1)^d\det C=-\det C ,$$

and hence $\det C=0$. The lemma `det_eq_zero_of_odd` follows the same chain, and its final `linear_combination` solves $-\det C=\det C$. A singular matrix has a nonzero null vector, which gives `exists_null_orbital`.

## From the determinant to the rank

For odd $d$ the determinant shows only that the rank is less than $d$, and for even $d$ it gives no restriction. To obtain the parity of the rank, `even_rank` applies the odd-dimensional result to a matrix whose size is the rank of $C$.

Choose a subspace $W$ with $\mathbb{C}^d=\ker C\oplus W$. Then $\dim W=d-\dim\ker C=\operatorname{rank}C$. Suppose this number is odd. Take a basis $b_i$ of $W$ and set

$$A_{ij}=b_i^TCb_j .$$

By the exchange rule $A^T=-A$, and $A$ has odd size, so there is $x\neq0$ with $Ax=0$. Put $w=\sum_j x_jb_j$. Then

$$b_i^TCw=\sum_jA_{ij}x_j=0\quad\text{for every } i,$$

which is `hbw`. By linearity, $w$ pairs to zero with all of $W$; this is `hl`.

Any $v$ can be written as $v=k+y$ with $k\in\ker C$ and $y\in W$. The second part contributes nothing, and for the first

$$k^TCw=-\,w^TCk=0 .$$

So $v^TCw=0$ for every $v$, which is `hall`. Choosing $v$ to be the $i$-th unit vector gives $(Cw)_i=0$, hence $Cw=0$. Now $w$ lies in both $\ker C$ and $W$, so $w=0$. The $b_j$ are linearly independent, so $x=0$, a contradiction.

The kernel statement follows from $d=\operatorname{rank}C+\dim\ker C$, with `omega` doing the parity arithmetic.

A tempting shortcut is to pair the nonzero eigenvalues as $\pm\lambda$ and count them. That works for real antisymmetric matrices but fails for complex ones, which need not be diagonalisable. The matrix

$$\begin{pmatrix}0&0&i\\0&0&-1\\-i&1&0\end{pmatrix}$$

is antisymmetric and has rank 2, yet all its eigenvalues are zero.

## Counting Schmidt terms

Write $D=\mathrm{diag}(s)$. Orthonormality gives $U^\dagger U=1$ and $V^T\overline V=(V^\dagger V)^T=1$, so

$$U^\dagger C\,\overline V=(U^\dagger U)\,D\,(V^T\overline V)=D .$$

In `schmidt_terms_eq_rank` this is `hD`, where `Vᴴᵀ` is $\overline V$. Since every $s_k$ is positive, $D$ is invertible and its rank is the number of terms. Multiplication cannot raise the rank, so the number of terms is at most $\operatorname{rank}C$. Conversely, $C=(UD)V^T$, and $UD$ has one column per term, so $\operatorname{rank}C$ is at most the number of terms. Together with `even_rank` this gives `even_schmidt_terms`.

For the examples, `pairBlock m` is $J=\begin{pmatrix}0&1\\-1&0\end{pmatrix}$ in blocks of size $m$, and `pairedState m k` adds $k$ empty orbitals. With

$$U=\begin{pmatrix}1\\0\end{pmatrix},\qquad V=\begin{pmatrix}J^T\\0\end{pmatrix},$$

$JJ^T=1$ makes the columns of $V$ orthonormal, and $UV^T$ is the paired state. It has $2m$ terms with coefficient 1, hence rank $2m$. For $m\ge1$, the normalised state has coefficients $1/\sqrt{2m}$.

## Parity in a numerical truncation

A library routine typically returns $C=U\,\mathrm{diag}(s)\,X^\dagger$, so the $V$ used here is $\overline X$. After small singular values are discarded, an odd number of remaining terms shows that the cut has broken antisymmetry. An even number is necessary but not sufficient, so it is safer to test $C^T=-C$ on the truncated matrix as well.
